# For a multipole at the centre of a spherical dielectric cavity, the exact conductor-like constant depends on the multipole order

A conductor-like solvation calculation first finds the surface charges that a perfect conductor would carry around the solute. It then multiplies them by \((\varepsilon-1)/(\varepsilon+k)\) to account for the finite relative permittivity \(\varepsilon\) of the solvent. The number \(k\ge 0\), commonly 0 or 1/2, is fixed before the run and serves every multipole component of the solute at once. The problems below test this scaling where the dielectric answer is known in closed form: one point multipole at the centre of an empty sphere in a uniform linear dielectric.

```lean
import Mathlib

namespace CavityMultipole

noncomputable section
```

Let \(l=0,1,2,\dots\) be the multipole order and write, for \(r\neq0\),

\[ f_{a,c}(r)=a\,r^{-l-1}+c\,r^{l}. \]

The common angular factor is left out. In Lean, \(f_{a,c}(r)\) is `radialPotential l a c r`.

```lean
/-- The radial potential `a r^(-l-1) + c r^l` of multipole order `l`, for `r ≠ 0`. -/
def radialPotential (l : ℕ) (a c r : ℝ) : ℝ := a * (r ^ (l + 1))⁻¹ + c * r ^ l
```

The cavity has radius \(R>0\). Inside, the potential is \(f_{1,g}\): a unit multipole plus the reaction potential \(g\,r^l\). Outside it is \(f_{b,0}\), which decays. At the wall the potential is continuous, and so is the normal component of the displacement field, which makes the inner derivative \(\varepsilon\) times the outer one. `IsMatched l ε R g b` states these two conditions, with Mathlib's derivative `deriv`. The form of the two potentials is assumed; part (b) supports it.

```lean
/-- Matching at the cavity radius `R > 0`: the inner potential `r^(-l-1) + g r^l` and the outer
potential `b r^(-l-1)` agree, and the inner radial derivative is `ε` times the outer one. -/
def IsMatched (l : ℕ) (ε R g b : ℝ) : Prop :=
  radialPotential l 1 g R = radialPotential l b 0 R ∧
    deriv (radialPotential l 1 g) R = ε * deriv (radialPotential l b 0) R
```

## (a) The radial derivative

Show that for \(r\ne0\)

\[ f_{a,c}'(r)=\frac{f_{-(l+1)a,\;lc}(r)}{r}. \]

The decaying part gives \(-(l+1)a\,r^{-l-2}\), which is \(-(l+1)a\,r^{-l-1}/r\). The growing part gives \(lc\,r^{l}/r\), which is zero for \(l=0\), as it should be.

In the proof, `h1` and `h2` differentiate the two powers, with \(l=0\) treated separately in `h2`. The rules for inverses and sums then combine them.

```lean
/-- Away from the origin, the radial derivative multiplies the decaying part by `-(l+1)/r` and
the growing part by `l/r`. -/
theorem hasDerivAt_radialPotential (l : ℕ) (a c : ℝ) {r : ℝ} (hr : r ≠ 0) :
    HasDerivAt (radialPotential l a c)
      (radialPotential l (-(l + 1) * a) (l * c) r / r) r := by
  have h1 : HasDerivAt (fun s : ℝ => s ^ (l + 1)) (((l + 1 : ℕ) : ℝ) * r ^ l) r := by
    simpa using hasDerivAt_pow (l + 1) r
  have h2 : HasDerivAt (fun s : ℝ => s ^ l) (l * r ^ l / r) r := by
    refine (hasDerivAt_pow l r).congr_deriv ?_
    cases l with
    | zero => simp
    | succ n =>
      rw [eq_div_iff hr, Nat.add_sub_cancel]
      ring
  have h := ((h1.inv (pow_ne_zero _ hr)).const_mul a).add (h2.const_mul c)
  refine h.congr_deriv ?_
  have hq : r ^ l ≠ 0 := pow_ne_zero l hr
  simp only [radialPotential, pow_succ r l]
  push_cast
  generalize r ^ l = q at hq ⊢
  field_simp
```

## (b) The radial Laplace equation

Show that for \(r\neq0\)

\[ \bigl(r^2f_{a,c}'\bigr)'=l(l+1)\,f_{a,c}. \]

By (a), \(r^2f_{a,c}'=r\,f_{-(l+1)a,\;lc}\). The product rule and a second use of (a) give

\[ f_{-(l+1)a,\;lc}+f_{(l+1)^2a,\;l^2c}. \]

The coefficient of \(r^{-l-1}\) is \(\bigl[(l+1)^2-(l+1)\bigr]a=l(l+1)a\), and that of \(r^l\) is \((l+l^2)c=l(l+1)c\).

The equation `e` is the first rewriting, and `fun_mul` is the product rule.

```lean
/-- Away from the origin, the potential solves the radial Laplace equation
`(r² f')' = l(l+1) f`. -/
theorem radial_laplace (l : ℕ) (a c : ℝ) {r : ℝ} (hr : r ≠ 0) :
    HasDerivAt (fun s => s ^ 2 * deriv (radialPotential l a c) s)
      (l * (l + 1) * radialPotential l a c r) r := by
  have e : (fun s => s ^ 2 * deriv (radialPotential l a c) s) =
      fun s => s * radialPotential l (-(l + 1) * a) (l * c) s := by
    funext s
    rcases eq_or_ne s 0 with rfl | hs
    · simp
    · rw [(hasDerivAt_radialPotential l a c hs).deriv]
      field_simp
  rw [e]
  refine ((hasDerivAt_id' r).fun_mul
    (hasDerivAt_radialPotential l (-(l + 1) * a) (l * c) hr)).congr_deriv ?_
  simp only [radialPotential]
  generalize (r ^ (l + 1))⁻¹ = p
  generalize r ^ l = q
  field_simp
  ring
```

## (c) Two linear equations at the wall

With \(X=gR^{2l+1}\), show that matching is equivalent to

\[ b=1+X,\qquad (l+1)-lX=\varepsilon(l+1)\,b. \]

Over a common denominator, \(f_{a,c}(R)=(a+cR^{2l+1})/R^{l+1}\). Equal values therefore mean \(1+X=b\). By (a), the derivative condition is

\[ \frac{-(l+1)+lX}{R^{l+2}}=-\frac{\varepsilon(l+1)b}{R^{l+2}}. \]

Cancelling the denominator and changing the sign gives the second equation. Each step can be reversed because \(R>0\).

The common denominator is `key`, and `div_left_inj'` does the cancelling.

```lean
/-- For `R > 0`, matching at the cavity wall amounts to two linear equations for `b` and the
dimensionless reaction coefficient `g R^(2l+1)`. -/
theorem isMatched_iff_linear (l : ℕ) (ε g b : ℝ) {R : ℝ} (hR : 0 < R) :
    IsMatched l ε R g b ↔
      b = 1 + g * R ^ (2 * l + 1) ∧
        (l + 1) - l * (g * R ^ (2 * l + 1)) = ε * (l + 1) * b := by
  have hp : R ^ (l + 1) ≠ 0 := pow_ne_zero _ hR.ne'
  -- put both parts of the potential over the common denominator `R^(l+1)`
  have key : ∀ a c : ℝ,
      radialPotential l a c R = (a + c * R ^ (2 * l + 1)) / R ^ (l + 1) := by
    intro a c
    unfold radialPotential
    rw [eq_div_iff hp, add_mul, mul_assoc, inv_mul_cancel₀ hp]
    ring
  unfold IsMatched
  rw [(hasDerivAt_radialPotential l 1 g hR.ne').deriv,
    (hasDerivAt_radialPotential l b 0 hR.ne').deriv, key, key, key, key,
    ← mul_div_assoc, ← mul_div_assoc, div_left_inj' hR.ne', div_left_inj' hp,
    div_left_inj' hp]
  constructor
  · rintro ⟨h1, h2⟩
    exact ⟨by linear_combination -h1, by linear_combination -h2⟩
  · rintro ⟨h1, h2⟩
    exact ⟨by linear_combination -h1, by linear_combination -h2⟩
```

## (d) The reaction coefficient

For \(\varepsilon>0\), show that matching holds exactly when

\[ gR^{2l+1}=-\frac{\varepsilon-1}{\varepsilon+\frac{l}{l+1}},\qquad b=1+gR^{2l+1}. \]

Inserting \(b=1+X\) into the second equation of (c) gives

\[ (l+1)-lX=\varepsilon(l+1)(1+X). \]

Collecting terms and dividing by \(l+1\) leaves

\[ \Bigl(\varepsilon+\frac{l}{l+1}\Bigr)X=-(\varepsilon-1), \]

and the bracket is positive. Since the statement is an equivalence, each \(\varepsilon\) and \(R\) admit exactly one pair \((g,b)\).

The `linear_combination` lines carry out this elimination in both directions.

```lean
/-- For `ε > 0` and `R > 0`, the potentials match at the cavity wall exactly when
`g R^(2l+1) = -(ε-1)/(ε + l/(l+1))` and `b = 1 + g R^(2l+1)`. -/
theorem reaction_field (l : ℕ) (g b : ℝ) {ε R : ℝ} (hε : 0 < ε) (hR : 0 < R) :
    IsMatched l ε R g b ↔
      g * R ^ (2 * l + 1) = -(ε - 1) / (ε + l / (l + 1)) ∧
        b = 1 + g * R ^ (2 * l + 1) := by
  have hl : (0 : ℝ) < l + 1 := by positivity
  have hd : 0 < ε + (l : ℝ) / (l + 1) := by positivity
  have hk : (l : ℝ) / (l + 1) * (l + 1) = l := div_mul_cancel₀ _ hl.ne'
  rw [isMatched_iff_linear l ε g b hR, eq_div_iff hd.ne']
  constructor
  · rintro ⟨hb, hf⟩
    refine ⟨?_, hb⟩
    -- eliminate `b`, after multiplying by `l + 1`
    apply mul_right_cancel₀ hl.ne'
    linear_combination -hf - ε * (l + 1) * hb + g * R ^ (2 * l + 1) * hk
  · rintro ⟨hx, hb⟩
    refine ⟨hb, ?_⟩
    linear_combination -(l + 1 : ℝ) * hx - ε * (l + 1) * hb + g * R ^ (2 * l + 1) * hk
```

## (e) The constant that makes the scaling exact

A conductor forces the potential at the wall to zero, so its coefficient is \(X=-1\), and the scaled value is \(-(\varepsilon-1)/(\varepsilon+k)\). For matched potentials with \(\varepsilon>1\) and real \(k\), show that

\[ (\varepsilon+k)X=-(\varepsilon-1)\iff k=\frac{l}{l+1}. \]

Subtracting the relation in (d) from the one on the left gives \(\bigl(k-\tfrac{l}{l+1}\bigr)X=0\). Since \(\varepsilon>1\), \(X\neq0\), and \(k\) is fixed. The converse is (d) itself.

So \(k=0\) is exact for a central charge and \(k=1/2\) for a central dipole. The value \(\varepsilon=1\) has to be excluded: there \(g=0\) and \(b=1\) match, and every \(k\) satisfies the relation \(0=0\).

In the proof, `hX` is \(X\ne0\), and `mul_left_cancel₀` divides by it.

```lean
/-- For `ε > 1` and `R > 0`, the reaction coefficient of matched potentials obeys the
conductor-like relation `(ε + k) g R^(2l+1) = -(ε-1)` exactly when `k = l/(l+1)`. -/
theorem conductor_like_exact_iff {l : ℕ} {ε R g b : ℝ} (hε : 1 < ε) (hR : 0 < R)
    (h : IsMatched l ε R g b) (k : ℝ) :
    (ε + k) * (g * R ^ (2 * l + 1)) = -(ε - 1) ↔ k = l / (l + 1) := by
  have h0 : 0 < ε := by linarith
  have hd : 0 < ε + (l : ℝ) / (l + 1) := by positivity
  have hx := ((reaction_field l g b h0 hR).1 h).1
  rw [eq_div_iff hd.ne'] at hx
  -- the cavity responds, since `ε` differs from one
  have hX : g * R ^ (2 * l + 1) ≠ 0 := by
    intro hz
    rw [hz, zero_mul] at hx
    linarith
  constructor
  · intro hk
    apply mul_left_cancel₀ hX
    linear_combination hk - hx
  · intro hk
    rw [hk]
    linear_combination hx
```

## (f) Two orders, one constant

For \(\varepsilon>1\) and \(l\neq m\), let \(X_l\) and \(X_m\) be the matched coefficients in the same cavity. Show that no \(k\) satisfies both

\[ (\varepsilon+k)X_l=-(\varepsilon-1)\quad\text{and}\quad(\varepsilon+k)X_m=-(\varepsilon-1). \]

By (e), such a \(k\) would equal both \(l/(l+1)\) and \(m/(m+1)\). Cross-multiplying gives \(l(m+1)=m(l+1)\), hence \(l=m\), a contradiction.

Lean applies (e) twice, as `e1` and `e2`, and then cross-multiplies.

```lean
/-- For `ε > 1` and `R > 0`, no single constant `k` makes the conductor-like relation exact for
two different multipole orders. -/
theorem no_common_constant {l m : ℕ} {ε R g b g' b' : ℝ} (hε : 1 < ε) (hR : 0 < R)
    (hlm : l ≠ m) (h : IsMatched l ε R g b) (h' : IsMatched m ε R g' b') (k : ℝ) :
    ¬ ((ε + k) * (g * R ^ (2 * l + 1)) = -(ε - 1) ∧
      (ε + k) * (g' * R ^ (2 * m + 1)) = -(ε - 1)) := by
  rintro ⟨h1, h2⟩
  have e1 := (conductor_like_exact_iff hε hR h k).1 h1
  have e2 := (conductor_like_exact_iff hε hR h' k).1 h2
  have hl : (l : ℝ) + 1 ≠ 0 := by positivity
  have hm : (m : ℝ) + 1 ≠ 0 := by positivity
  have e := e1.symm.trans e2
  rw [div_eq_div_iff hl hm] at e
  have e3 : (l : ℝ) = m := by linear_combination e
  exact hlm (by exact_mod_cast e3)
```

## (g) The error of the choice k = 0

For \(\varepsilon>0\) and matched potentials, show that

\[ -\frac{\varepsilon-1}{\varepsilon}=X\left(1+\frac{l}{(l+1)\varepsilon}\right). \]

Divide \(-(\varepsilon-1)=X\bigl(\varepsilon+\tfrac{l}{l+1}\bigr)\) by \(\varepsilon\).

In a calculation with \(k=0\), the reaction potential of a central dipole of fixed size thus comes out too large by the fraction \(1/(2\varepsilon)\): 25% at \(\varepsilon=2\) and 1% at \(\varepsilon=50\). A central charge has no such error.

The proof clears the denominators, with `e` for the bracket times \(\varepsilon\).

```lean
/-- For `ε > 0` and `R > 0`, the conductor-like value with `k = 0` is the exact reaction
coefficient times `1 + l/((l+1)ε)`. -/
theorem conductor_like_zero_error {l : ℕ} {ε R g b : ℝ} (hε : 0 < ε) (hR : 0 < R)
    (h : IsMatched l ε R g b) :
    -(ε - 1) / ε = g * R ^ (2 * l + 1) * (1 + l / ((l + 1) * ε)) := by
  have hd : 0 < ε + (l : ℝ) / (l + 1) := by positivity
  have hx := ((reaction_field l g b hε hR).1 h).1
  rw [eq_div_iff hd.ne'] at hx
  have e : (1 + (l : ℝ) / ((l + 1) * ε)) * ε = ε + l / (l + 1) := by
    field_simp
  rw [div_eq_iff hε.ne', mul_assoc, e]
  exact hx.symm
```

## (h) The dipole

For \(l=1\) and \(\varepsilon>0\), show that matched potentials have

\[ gR^3=-\frac{2(\varepsilon-1)}{2\varepsilon+1}. \]

Put \(l/(l+1)=1/2\) in (d) and multiply numerator and denominator by 2. The minus sign belongs to the potential; for \(\varepsilon>1\) the reaction field, the negative gradient of the reaction potential, points along the dipole.

This is Onsager's reaction-field factor for a fixed point dipole. The polarisability of the molecule and the cavity field, which enter his theory of polar liquids, play no role here.

`norm_num` evaluates the fraction at \(l=1\), and the last line supplies the factor 2.

```lean
/-- For a dipole (`l = 1`) with `ε > 0` and `R > 0`, matched potentials have
`g R³ = -2(ε-1)/(2ε+1)`. -/
theorem onsager_dipole {ε R g b : ℝ} (hε : 0 < ε) (hR : 0 < R)
    (h : IsMatched 1 ε R g b) :
    g * R ^ 3 = -(2 * (ε - 1)) / (2 * ε + 1) := by
  have hx := ((reaction_field 1 g b hε hR).1 h).1
  have hd : 0 < ε + ((1 : ℕ) : ℝ) / ((1 : ℕ) + 1) := by positivity
  have hd' : 2 * ε + 1 ≠ 0 := by positivity
  rw [eq_div_iff hd.ne'] at hx
  norm_num at hx
  rw [eq_div_iff hd']
  linear_combination 2 * hx

end

end CavityMultipole
```

```lean
#print axioms CavityMultipole.conductor_like_exact_iff
#print axioms CavityMultipole.no_common_constant
#print axioms CavityMultipole.conductor_like_zero_error
#print axioms CavityMultipole.onsager_dipole
```

```
'CavityMultipole.conductor_like_exact_iff' depends on axioms: [propext, Classical.choice, Quot.sound]
'CavityMultipole.no_common_constant' depends on axioms: [propext, Classical.choice, Quot.sound]
'CavityMultipole.conductor_like_zero_error' depends on axioms: [propext, Classical.choice, Quot.sound]
'CavityMultipole.onsager_dipole' depends on axioms: [propext, Classical.choice, Quot.sound]
```
